# Classical limits of the zero-projection rank-one coupling coefficients at large angular momentum

To estimate how the strength of a rotational dipole transition in linearly polarised light depends on the projection $m$ of a large angular momentum $j$ along the polarisation axis, one can replace the coupling coefficient by a function of the classical angle $\theta$ between the angular momentum and that axis. The replacement rests on a limit: if $j\to\infty$ and $m/j\to\cos\theta$, the coefficients for final angular momentum $j+1$, $j$ and $j-1$ tend in magnitude to $\sin\theta/\sqrt2$, $|\cos\theta|$ and $\sin\theta/\sqrt2$.

```lean
import Mathlib

open Filter Topology Matrix

namespace SemiclassicalRankOneCoupling

noncomputable section

/-- Matrix element of the raising operator from projection `m` to `m + 1` for angular
momentum `j`, in units of ħ; the domain is `m (m + 1) ≤ j (j + 1)`. -/
def ladder (j m : ℝ) : ℝ := √(j * (j + 1) - m * (m + 1))

/-- The operator `L · S` for angular momentum `j` and unit angular momentum, at total projection
`m`, in the product states `|m+1,-1>`, `|m,0>`, `|m-1,1>`. For `|m| = j` an outer state with
projection beyond `j` does not exist, and a zero ladder element decouples it. -/
def dotBlock (j m : ℝ) : Matrix (Fin 3) (Fin 3) ℝ :=
  !![-(m + 1), ladder j m / √2, 0;
     ladder j m / √2, 0, ladder j (m - 1) / √2;
     0, ladder j (m - 1) / √2, m - 1]

/-- The vector `v` is a unit eigenvector of `dotBlock j m` with eigenvalue
`(J (J + 1) - j (j + 1) - 2) / 2`, the value of `L · S` at total angular momentum `J`. -/
def IsCoupledState (j m J : ℝ) (v : Fin 3 → ℝ) : Prop :=
  dotBlock j m *ᵥ v = ((J * (J + 1) - j * (j + 1) - 2) / 2) • v ∧ v ⬝ᵥ v = 1

/-- Closed form of the coupling magnitude for `J = j + 1`, on the domain `|m| ≤ j`. -/
def couplingUp (j m : ℝ) : ℝ := √(((j + 1) ^ 2 - m ^ 2) / ((2 * j + 1) * (j + 1)))

/-- Closed form of the coupling coefficient for `J = j`, on the domain `|m| ≤ j`, `0 < j`. -/
def couplingSame (j m : ℝ) : ℝ := m / √(j * (j + 1))

/-- Closed form of the coupling magnitude for `J = j - 1`, on the domain `|m| ≤ j`, `0 < j`. -/
def couplingDown (j m : ℝ) : ℝ := √((j ^ 2 - m ^ 2) / (j * (2 * j + 1)))

/-- For `|m| ≤ j` and an eigenvector of `L · S` with eigenvalue `μ`, the two outer weights,
multiplied by `(μ + m + 1) ^ 2` and `(μ - m + 1) ^ 2`, are explicit multiples of the weight of
`|m,0>`. -/
theorem outer_weights {j m μ : ℝ} {v : Fin 3 → ℝ} (hm : |m| ≤ j)
    (h : dotBlock j m *ᵥ v = μ • v) :
    (μ + m + 1) ^ 2 * v 0 ^ 2 = (j - m) * (j + m + 1) / 2 * v 1 ^ 2 ∧
    (μ - m + 1) ^ 2 * v 2 ^ 2 = (j + m) * (j - m + 1) / 2 * v 1 ^ 2 := by
  obtain ⟨h1, h2⟩ := abs_le.mp hm
  have r0 : -(m + 1) * v 0 + ladder j m / √2 * v 1 = μ * v 0 := by
    have := congrFun h 0
    simpa [dotBlock, Matrix.mulVec, dotProduct, Fin.sum_univ_three] using this
  have r2 : ladder j (m - 1) / √2 * v 1 + (m - 1) * v 2 = μ * v 2 := by
    have := congrFun h 2
    simpa [dotBlock, Matrix.mulVec, dotProduct, Fin.sum_univ_three] using this
  have two : (√2 : ℝ) ^ 2 = 2 := Real.sq_sqrt (by norm_num)
  -- squares of the ladder matrix elements
  have p0 : 0 ≤ j * (j + 1) - m * (m + 1) := by
    nlinarith [mul_nonneg (sub_nonneg.2 h2) (by linarith : 0 ≤ j + m + 1)]
  have p2 : 0 ≤ j * (j + 1) - (m - 1) * (m - 1 + 1) := by
    nlinarith [mul_nonneg (by linarith : 0 ≤ j + m) (by linarith : 0 ≤ j - m + 1)]
  have l0 : (ladder j m / √2) ^ 2 = (j - m) * (j + m + 1) / 2 := by
    rw [div_pow, two, ladder, Real.sq_sqrt p0]; ring
  have l2 : (ladder j (m - 1) / √2) ^ 2 = (j + m) * (j - m + 1) / 2 := by
    rw [div_pow, two, ladder, Real.sq_sqrt p2]; ring
  generalize ladder j m / √2 = a at r0 l0
  generalize ladder j (m - 1) / √2 = b at r2 l2
  constructor
  · linear_combination (-((μ + m + 1) * v 0 + a * v 1)) * r0 + v 1 ^ 2 * l0
  · linear_combination (-((μ - m + 1) * v 2 + b * v 1)) * r2 + v 1 ^ 2 * l2

/-- For `|m| ≤ j`, the coupled state with `J = j + 1` overlaps `|m,0>` with magnitude
`couplingUp j m`. -/
theorem overlap_up {j m : ℝ} {v : Fin 3 → ℝ} (hm : |m| ≤ j)
    (hv : IsCoupledState j m (j + 1) v) : |v 1| = couplingUp j m := by
  obtain ⟨h1, h2⟩ := abs_le.mp hm
  obtain ⟨e0, e2⟩ := outer_weights hm hv.1
  have hn := hv.2
  simp only [dotProduct, Fin.sum_univ_three] at hn
  have a : (j + m + 1) * v 0 ^ 2 = (j - m) / 2 * v 1 ^ 2 :=
    mul_left_cancel₀ (by linarith : 0 < j + m + 1).ne' (by linear_combination e0)
  have b : (j - m + 1) * v 2 ^ 2 = (j + m) / 2 * v 1 ^ 2 :=
    mul_left_cancel₀ (by linarith : 0 < j - m + 1).ne' (by linear_combination e2)
  have hj : 0 ≤ j := by linarith
  have hD : (2 * j + 1) * (j + 1) ≠ 0 := by positivity
  rw [← Real.sqrt_sq_eq_abs, couplingUp]
  congr 1
  rw [eq_div_iff hD]
  linear_combination ((j + 1) ^ 2 - m ^ 2) * hn - (j - m + 1) * a - (j + m + 1) * b

/-- For `|m| ≤ j` and `0 < j`, the coupled state with `J = j` overlaps `|m,0>` with magnitude
`|couplingSame j m|`. -/
theorem overlap_same {j m : ℝ} {v : Fin 3 → ℝ} (hj : 0 < j) (hm : |m| ≤ j)
    (hv : IsCoupledState j m j v) : |v 1| = |couplingSame j m| := by
  obtain ⟨e0, e2⟩ := outer_weights hm hv.1
  have hn := hv.2
  simp only [dotProduct, Fin.sum_univ_three] at hn
  have hD : 0 < j * (j + 1) := by positivity
  apply (sq_eq_sq_iff_abs_eq_abs _ _).1
  rw [couplingSame, div_pow, Real.sq_sqrt hD.le, eq_div_iff hD.ne']
  linear_combination m ^ 2 * hn - e0 - e2

/-- For `|m| < j`, the coupled state with `J = j - 1` overlaps `|m,0>` with magnitude
`couplingDown j m`. -/
theorem overlap_down {j m : ℝ} {v : Fin 3 → ℝ} (hm : |m| < j)
    (hv : IsCoupledState j m (j - 1) v) : |v 1| = couplingDown j m := by
  obtain ⟨h1, h2⟩ := abs_lt.mp hm
  obtain ⟨e0, e2⟩ := outer_weights hm.le hv.1
  have hn := hv.2
  simp only [dotProduct, Fin.sum_univ_three] at hn
  have a : (j - m) * v 0 ^ 2 = (j + m + 1) / 2 * v 1 ^ 2 :=
    mul_left_cancel₀ (by linarith : 0 < j - m).ne' (by linear_combination e0)
  have b : (j + m) * v 2 ^ 2 = (j - m + 1) / 2 * v 1 ^ 2 :=
    mul_left_cancel₀ (by linarith : 0 < j + m).ne' (by linear_combination e2)
  have hj : 0 < j := by linarith
  have hD : j * (2 * j + 1) ≠ 0 := by positivity
  rw [← Real.sqrt_sq_eq_abs, couplingDown]
  congr 1
  rw [eq_div_iff hD]
  linear_combination (j ^ 2 - m ^ 2) * hn - (j + m) * a - (j - m) * b

/-- If `j → ∞` and `m / j → cos θ` with `θ` in `[0, π]`, the closed forms for
`J = j + 1, j, j - 1` tend to `sin θ / √2`, `cos θ` and `sin θ / √2`. -/
theorem semiclassical_limit {j m : ℕ → ℝ} {θ : ℝ} (hθ : θ ∈ Set.Icc 0 Real.pi)
    (hj : Tendsto j atTop atTop)
    (hx : Tendsto (fun n => m n / j n) atTop (𝓝 (Real.cos θ))) :
    Tendsto (fun n => couplingUp (j n) (m n)) atTop (𝓝 (Real.sin θ / √2)) ∧
    Tendsto (fun n => couplingSame (j n) (m n)) atTop (𝓝 (Real.cos θ)) ∧
    Tendsto (fun n => couplingDown (j n) (m n)) atTop (𝓝 (Real.sin θ / √2)) := by
  have hε : Tendsto (fun n => (j n)⁻¹) atTop (𝓝 0) := tendsto_inv_atTop_zero.comp hj
  have hs : √((1 - Real.cos θ ^ 2) / 2) = Real.sin θ / √2 := by
    rw [← Real.sin_sq, Real.sqrt_div (sq_nonneg _),
      Real.sqrt_sq (Real.sin_nonneg_of_mem_Icc hθ)]
  -- each coefficient is a continuous function of m / j and 1 / j
  refine ⟨?_, ?_, ?_⟩
  · have hu : Tendsto (fun n => √(((1 + (j n)⁻¹) ^ 2 - (m n / j n) ^ 2) /
        ((2 + (j n)⁻¹) * (1 + (j n)⁻¹)))) atTop (𝓝 (Real.sin θ / √2)) := by
      rw [← hs, show (1 - Real.cos θ ^ 2) / 2 =
        ((1 + 0) ^ 2 - Real.cos θ ^ 2) / ((2 + 0) * (1 + 0)) by ring]
      exact ((((hε.const_add 1).pow 2).sub (hx.pow 2)).div
        ((hε.const_add 2).mul (hε.const_add 1)) (by norm_num)).sqrt
    refine hu.congr' ?_
    filter_upwards [hj.eventually_gt_atTop 0] with n hn
    have a : (1 + (j n)⁻¹) ^ 2 - (m n / j n) ^ 2 = ((j n + 1) ^ 2 - m n ^ 2) / j n ^ 2 := by
      field_simp
    have b : (2 + (j n)⁻¹) * (1 + (j n)⁻¹) = (2 * j n + 1) * (j n + 1) / j n ^ 2 := by
      field_simp
    rw [couplingUp, a, b, div_div_div_cancel_right₀ (pow_ne_zero 2 hn.ne')]
  · have hc : Tendsto (fun n => m n / j n / √(1 + (j n)⁻¹)) atTop
        (𝓝 (Real.cos θ / √(1 + 0))) := hx.div (hε.const_add 1).sqrt (by simp)
    rw [add_zero, Real.sqrt_one, div_one] at hc
    refine hc.congr' ?_
    filter_upwards [hj.eventually_gt_atTop 0] with n hn
    have a : j n * (j n + 1) = j n ^ 2 * (1 + (j n)⁻¹) := by field_simp
    rw [couplingSame, a, Real.sqrt_mul (sq_nonneg _), Real.sqrt_sq hn.le, div_div]
  · have hd : Tendsto (fun n => √((1 - (m n / j n) ^ 2) / (2 + (j n)⁻¹))) atTop
        (𝓝 (Real.sin θ / √2)) := by
      rw [← hs, show (1 - Real.cos θ ^ 2) / 2 = (1 - Real.cos θ ^ 2) / (2 + 0) by ring]
      exact (((hx.pow 2).const_sub 1).div (hε.const_add 2) (by norm_num)).sqrt
    refine hd.congr' ?_
    filter_upwards [hj.eventually_gt_atTop 0] with n hn
    have a : 1 - (m n / j n) ^ 2 = (j n ^ 2 - m n ^ 2) / j n ^ 2 := by field_simp
    have b : 2 + (j n)⁻¹ = j n * (2 * j n + 1) / j n ^ 2 := by field_simp
    rw [couplingDown, a, b, div_div_div_cancel_right₀ (pow_ne_zero 2 hn.ne')]

/-- Let `|m| < j`, `j → ∞` and `m / j → cos θ` with `θ` in `[0, π]`. The overlaps of the coupled
states `J = j + 1, j, j - 1` with `|m,0>` tend in magnitude to `sin θ / √2`, `|cos θ|` and
`sin θ / √2`. -/
theorem coupled_state_limit {j m : ℕ → ℝ} {θ : ℝ} {u s d : ℕ → Fin 3 → ℝ}
    (hθ : θ ∈ Set.Icc 0 Real.pi) (hm : ∀ n, |m n| < j n) (hj : Tendsto j atTop atTop)
    (hx : Tendsto (fun n => m n / j n) atTop (𝓝 (Real.cos θ)))
    (hu : ∀ n, IsCoupledState (j n) (m n) (j n + 1) (u n))
    (hs : ∀ n, IsCoupledState (j n) (m n) (j n) (s n))
    (hd : ∀ n, IsCoupledState (j n) (m n) (j n - 1) (d n)) :
    Tendsto (fun n => |u n 1|) atTop (𝓝 (Real.sin θ / √2)) ∧
    Tendsto (fun n => |s n 1|) atTop (𝓝 |Real.cos θ|) ∧
    Tendsto (fun n => |d n 1|) atTop (𝓝 (Real.sin θ / √2)) := by
  obtain ⟨h1, h2, h3⟩ := semiclassical_limit hθ hj hx
  exact ⟨h1.congr fun n => (overlap_up (hm n).le (hu n)).symm,
    h2.abs.congr fun n =>
      (overlap_same ((abs_nonneg _).trans_lt (hm n)) (hm n).le (hs n)).symm,
    h3.congr fun n => (overlap_down (hm n) (hd n)).symm⟩

end

end SemiclassicalRankOneCoupling
```

```lean
#print axioms SemiclassicalRankOneCoupling.coupled_state_limit
-- 'SemiclassicalRankOneCoupling.coupled_state_limit' depends on axioms: [propext, Classical.choice, Quot.sound]
```

## The coupled states as eigenvectors of a 3×3 block

Let $L$ be an angular momentum of size $j$ and $S$ one of size 1, both in units of $\hbar$. Write $|m_L,m_S\rangle$ for their product states. The total projection is conserved, so at total projection $m$, with $|m|\le j$, at most three product states mix: $|m+1,-1\rangle$, $|m,0\rangle$ and $|m-1,1\rangle$. When $|m|=j$, an outer state whose first projection lies beyond $\pm j$ does not exist; the block below still has a row for it, but the ladder element leading to it is zero, so it is decoupled from $|m,0\rangle$. Call the amplitudes of a state on these three $v_0$, $v_1$ and $v_2$, so that $v_1$ is its overlap with $|m,0\rangle$. For a normalised state of definite total angular momentum, this overlap is the coupling (Clebsch–Gordan) coefficient, up to a phase.

The operator that distinguishes the total angular momenta is

$$L\cdot S = L_zS_z+\tfrac12\,(L_+S_-+L_-S_+).$$

The first term gives the diagonal entries $-(m+1)$, $0$ and $m-1$. The ladder operators of $S$ have matrix elements $\sqrt2$, and together with the factor $\tfrac12$ this leaves the off-diagonal entries

$$a=\frac{\sqrt{j(j+1)-m(m+1)}}{\sqrt2},\qquad b=\frac{\sqrt{j(j+1)-m(m-1)}}{\sqrt2},$$

where $a$ connects $|m,0\rangle$ to $|m+1,-1\rangle$ and $b$ connects it to $|m-1,1\rangle$.

A state of total angular momentum $J$ satisfies $(L+S)^2=J(J+1)$. Expanding the square, with $L^2=j(j+1)$ and $S^2=2$, gives the eigenvalue of $L\cdot S$:

$$\mu=\frac{J(J+1)-j(j+1)-2}{2}.$$

For $J=j+1$, $j$ and $j-1$ this equals $j$, $-1$ and $-j-1$.

## From the eigenvalue equation to the closed forms

The first and last rows of the eigenvalue equation are

$$(\mu+m+1)\,v_0=a\,v_1,\qquad(\mu-m+1)\,v_2=b\,v_1.$$

Squaring them and factorising $a^2$ and $b^2$ gives

$$(\mu+m+1)^2v_0^2=\frac{(j-m)(j+m+1)}2\,v_1^2,$$

$$(\mu-m+1)^2v_2^2=\frac{(j+m)(j-m+1)}2\,v_1^2.$$

The remaining condition is the normalisation $v_0^2+v_1^2+v_2^2=1$.

**Total $J=j+1$.** With $\mu=j$, one common factor cancels in each relation:

$$(j+m+1)v_0^2=\frac{j-m}2v_1^2,\qquad(j-m+1)v_2^2=\frac{j+m}2v_1^2.$$

Multiply the normalisation by $(j+1)^2-m^2=(j+m+1)(j-m+1)$ and insert these:

$$(j+1)^2-m^2=v_1^2\left[(j+1)^2-m^2+\frac{(j-m)(j-m+1)+(j+m)(j+m+1)}2\right].$$

The fraction equals $j^2+m^2+j$, so the bracket is $(j+1)^2+j^2+j=(2j+1)(j+1)$. Hence

$$|v_1|=\sqrt{\frac{(j+1)^2-m^2}{(2j+1)(j+1)}}.$$

**Total $J=j$.** With $\mu=-1$, both left-hand prefactors are $m^2$. Multiplying the normalisation by $m^2$ gives

$$m^2=v_1^2\left[m^2+\frac{(j-m)(j+m+1)+(j+m)(j-m+1)}2\right]=j(j+1)\,v_1^2,$$

so $|v_1|=|m|/\sqrt{j(j+1)}$ for $j>0$. Nothing was divided by $m$, and the result includes $m=0$, where the overlap vanishes.

**Total $J=j-1$.** With $\mu=-j-1$ and $|m|<j$, cancelling a factor $j-m$ in the first relation and $j+m$ in the second leaves

$$(j-m)v_0^2=\frac{j+m+1}2v_1^2,\qquad(j+m)v_2^2=\frac{j-m+1}2v_1^2.$$

Multiplying the normalisation by $j^2-m^2$ gives

$$j^2-m^2=v_1^2\left[j^2-m^2+j^2+m^2+j\right]=j(2j+1)\,v_1^2,$$

and therefore $|v_1|=\sqrt{(j^2-m^2)/(j(2j+1))}$.

## Letting the angular momentum grow

Set $x=m/j$ and $\varepsilon=1/j$. Dividing numerators and denominators by the appropriate powers of $j$ turns the three closed forms into

$$\sqrt{\frac{(1+\varepsilon)^2-x^2}{(2+\varepsilon)(1+\varepsilon)}},\qquad\frac{x}{\sqrt{1+\varepsilon}},\qquad\sqrt{\frac{1-x^2}{2+\varepsilon}}.$$

Here the middle form keeps the sign of $m$. As $\varepsilon\to0$ and $x\to\cos\theta$, the first and third tend to $\sqrt{(1-\cos^2\theta)/2}$, and the middle one tends to $\cos\theta$. For $\theta$ in $[0,\pi]$ the sine is non-negative, so the square root is $\sin\theta/\sqrt2$.

The limits have a simple geometric reading. A unit vector along the quantisation axis has a component $\cos\theta$ along the classical angular momentum and a component of length $\sin\theta$ perpendicular to it. The perpendicular part splits into two circular components of magnitude $\sin\theta/\sqrt2$ each, which correspond to raising and lowering $j$ by one.

The edge $m=j>0$ shows the approach to $\theta=0$ explicitly. The closed forms become $1/\sqrt{j+1}$, $\sqrt{j/(j+1)}$ and $0$, which tend to $0$, $1$ and $0$. At $j=\tfrac12$ the first two are $\sqrt{2/3}$ and $\sqrt{1/3}$, the familiar values for coupling spin one-half to spin one.

## What the definitions and theorems say

`dotBlock j m` is the 3×3 block above, with `ladder` supplying the matrix elements of $L_+$. `IsCoupledState j m J v` says that the real vector `v` is an eigenvector of this block with the eigenvalue belonging to $J$, and that it has unit length. The components `v 0`, `v 1` and `v 2` are $v_0$, $v_1$ and $v_2$. The functions `couplingUp`, `couplingSame` and `couplingDown` are the closed forms for $J=j+1$, $j$ and $j-1$.

The three overlap theorems identify $|v_1|$ with these closed forms, in absolute value for `couplingSame`. Taking the magnitude removes the arbitrary overall sign of an eigenvector, so no phase convention enters. The bound is $|m|\le j$ for the first two, with $0<j$ as well for $J=j$. For $J=j-1$ it is $|m|<j$, which matches the physics: a state of total angular momentum $j-1$ cannot have projection $\pm j$.

`semiclassical_limit` concerns the closed forms alone. It takes sequences `j` and `m` of real numbers with $j_n\to\infty$ and $m_n/j_n\to\cos\theta$, and gives the three limits. It does not require $|m_n|\le j_n$; should a radicand be negative, Lean's real square root returns zero, and the limit is unaffected.

`coupled_state_limit` concerns the states. For each $n$ it takes coupled states `u n`, `s n` and `d n` with $J=j_n+1$, $j_n$ and $j_n-1$, and it assumes $|m_n|<j_n$. Their overlaps with $|m_n,0\rangle$ then tend in magnitude to $\sin\theta/\sqrt2$, $|\cos\theta|$ and $\sin\theta/\sqrt2$.

The parameters are real, so integer and half-integer angular momenta are included as special cases. The matrix elements of the angular momentum operators are put into the block by definition, and the coupled states are taken as given, not constructed. The theorems give no rate of convergence, and they treat only the component in which the unit angular momentum has projection zero.

For polarised rotational spectra, this coefficient carries the $m$ dependence of the dipole matrix element along the polarisation axis, within a model of isolated levels with sharp $j$ and $m$. The reduced matrix element, which carries the rest of the line strength, has to be supplied separately.

## How the Lean proof reaches the limits

`outer_weights` proves the two squared relations for a general eigenvalue $\mu$. It extracts the outer rows as `r0` and `r2`. The facts `p0` and `p2` use $|m|\le j$ to show that the radicands in the ladder elements are non-negative, which allows `l0` and `l2` to evaluate $a^2$ and $b^2$. Each `linear_combination` then multiplies a row equation by the sum of the two sides of its rearranged form, such as $(\mu+m+1)v_0+a\,v_1$, up to sign. This is the squaring step, and `l0` or `l2` supplies the value of $a^2$ or $b^2$.

In `overlap_up` and `overlap_down`, `mul_left_cancel₀` cancels the common factors, whose positivity follows from the bounds on $m$. The final `linear_combination` multiplies the normalisation `hn` by $(j+1)^2-m^2$ or $j^2-m^2$ and inserts the two reduced relations, which these proofs name `a` and `b` (not the matrix elements $a$ and $b$). `overlap_same` multiplies by $m^2$ and needs no cancellation.

In `semiclassical_limit`, `hε` states that $1/j_n\to0$, and `hs` rewrites the limiting square root as $\sin\theta/\sqrt2$ using the range of $\theta$. Each limit is first proved for the expression in $x$ and $\varepsilon$, by combining the limits of its parts. It is then transferred to the closed form by `congr'`, since the two expressions agree once $j_n>0$, which holds for all sufficiently large $n$.

`coupled_state_limit` replaces each closed form by the corresponding overlap, term by term. For $J=j$ it first takes the absolute value of the limit, which turns $\cos\theta$ into $|\cos\theta|$.
